# Three equal, parallel dipoles on an equilateral triangle have the same dipolar energy for every in-plane direction

The lemma `triangle_sharp` concerns three equal, parallel dipoles at the corners of an equilateral triangle of side 1, with energies in units of the dipolar coupling constant. It states that for unit dipoles along any unit vector `n` in the plane of the triangle, the energy lies exactly 3W/2 below that of unit dipoles along the normal, where W is the sum of 1/r³ over the three pairs. Here W = 3, so the energy is 3 along the normal and −3/2 along every in-plane direction. The proof works out the three bond vectors and their lengths, then reduces the claim to an algebraic identity that follows from `n 0 * n 0 + n 1 * n 1 = 1` and `√3 ^ 2 = 3`.

The failing Lean file:

```lean
import Mathlib

open Matrix

namespace TriangleSharp

noncomputable section

/-- The length of a vector in three-dimensional space. -/
def len (r : Fin 3 → ℝ) : ℝ := √(r ⬝ᵥ r)

/-- The dipolar energy of two equal dipoles `n` separated by `r ≠ 0`, in units of the
dipolar coupling constant. -/
def pairEnergy (n r : Fin 3 → ℝ) : ℝ :=
  (n ⬝ᵥ n) / len r ^ 3 - 3 * (n ⬝ᵥ r) ^ 2 / len r ^ 5

/-- The pairs of sites, each counted once. -/
def pairs (N : ℕ) : Finset (Fin N × Fin N) :=
  Finset.univ.filter (fun p => p.1 < p.2)

/-- The vector that joins the two sites of a pair. -/
def bond {N : ℕ} (x : Fin N → Fin 3 → ℝ) (p : Fin N × Fin N) : Fin 3 → ℝ :=
  x p.2 - x p.1

/-- The dipolar energy `E(n)` of parallel dipoles `n` on distinct sites `x`. -/
def energy {N : ℕ} (x : Fin N → Fin 3 → ℝ) (n : Fin 3 → ℝ) : ℝ :=
  ∑ p ∈ pairs N, pairEnergy n (bond x p)

/-- The sum `W` of `1/r³` over all pairs of distinct sites `x`. -/
def strength {N : ℕ} (x : Fin N → Fin 3 → ℝ) : ℝ :=
  ∑ p ∈ pairs N, 1 / len (bond x p) ^ 3

/-- The scalar product in Cartesian components. -/
theorem dot3 (a b : Fin 3 → ℝ) : a ⬝ᵥ b = a 0 * b 0 + a 1 * b 1 + a 2 * b 2 := by
  simp only [dotProduct, Fin.sum_univ_three]

/-- For unit dipoles the energy is `W` minus three times the sum of `(n·r)²/r⁵`. -/
theorem energy_eq {N : ℕ} (x : Fin N → Fin 3 → ℝ) (n : Fin 3 → ℝ) (hn : n ⬝ᵥ n = 1) :
    energy x n =
      strength x - 3 * ∑ p ∈ pairs N, (n ⬝ᵥ bond x p) ^ 2 / len (bond x p) ^ 5 := by
  rw [energy, strength, Finset.mul_sum, ← Finset.sum_sub_distrib]
  refine Finset.sum_congr rfl (fun p _ => ?_)
  rw [pairEnergy, hn]
  ring

/-- For distinct sites in the xy plane, unit dipoles along the z axis have energy `W`. -/
theorem energy_normal {N : ℕ} (x : Fin N → Fin 3 → ℝ) (hplane : ∀ i, x i 2 = 0) :
    energy x ![0, 0, 1] = strength x := by
  rw [energy_eq x _ (by simp)]
  have h : ∑ p ∈ pairs N,
      ((![0, 0, 1] : Fin 3 → ℝ) ⬝ᵥ bond x p) ^ 2 / len (bond x p) ^ 5 = 0 := by
    refine Finset.sum_eq_zero (fun p _ => ?_)
    have hd : (![0, 0, 1] : Fin 3 → ℝ) ⬝ᵥ bond x p = 0 := by
      have hr2 : bond x p 2 = 0 := by simp [bond, hplane]
      rw [dot3, hr2]
      simp
    rw [hd]
    simp
  rw [h]
  ring

/-- The corners of an equilateral triangle of side 1 in the xy plane. -/
def triangle : Fin 3 → Fin 3 → ℝ := ![![0, 0, 0], ![1, 0, 0], ![1 / 2, √3 / 2, 0]]

/-- On the equilateral triangle every in-plane unit axis lies exactly `3W/2` below `e_z`. -/
theorem triangle_sharp (n : Fin 3 → ℝ) (hn : n ⬝ᵥ n = 1) (hn2 : n 2 = 0) :
    energy triangle n = energy triangle ![0, 0, 1] - 3 / 2 * strength triangle := by
  have h3 : √3 ^ 2 = (3 : ℝ) := Real.sq_sqrt (by norm_num)
  have hsum : ∀ f : Fin 3 × Fin 3 → ℝ,
      ∑ p ∈ pairs 3, f p = f (0, 1) + f (0, 2) + f (1, 2) := by
    intro f
    have hp : pairs 3 = {(0, 1), (0, 2), (1, 2)} := by decide
    rw [hp, Finset.sum_insert (by decide), Finset.sum_insert (by decide),
      Finset.sum_singleton]
    ring
  have b1 : bond triangle (0, 1) = ![1, 0, 0] := by
    ext k
    fin_cases k <;> simp [bond, triangle]
  have b2 : bond triangle (0, 2) = ![1 / 2, √3 / 2, 0] := by
    ext k
    fin_cases k <;> simp [bond, triangle]
  have b3 : bond triangle (1, 2) = ![-1 / 2, √3 / 2, 0] := by
    ext k
    fin_cases k <;> norm_num [bond, triangle]
  -- all three sides have length 1
  have l1 : len ![1, 0, 0] = 1 := by simp [len, dot3]
  have l2 : len ![1 / 2, √3 / 2, 0] = 1 := by
    rw [len, dot3, Real.sqrt_eq_one]
    change (1 / 2 : ℝ) * (1 / 2) + √3 / 2 * (√3 / 2) + 0 * 0 = 1
    linear_combination (1 / 4) * h3
  have l3 : len ![-1 / 2, √3 / 2, 0] = 1 := by
    rw [len, dot3, Real.sqrt_eq_one]
    change (-1 / 2 : ℝ) * (-1 / 2) + √3 / 2 * (√3 / 2) + 0 * 0 = 1
    linear_combination (1 / 4) * h3
  have hW : strength triangle = 3 := by
    rw [strength, hsum, b1, b2, b3, l1, l2, l3]
    norm_num
  have hz : energy triangle ![0, 0, 1] = strength triangle :=
    energy_normal triangle (fun i => by fin_cases i <;> simp [triangle])
  rw [dot3, hn2] at hn
  rw [hz, energy_eq triangle n (by rw [dot3, hn2]; exact hn), hW, hsum, b1, b2, b3,
    l1, l2, l3, dot3, dot3, dot3, hn2]
  change 3 - 3 * ((n 0 * 1 + n 1 * 0 + 0 * 0) ^ 2 / 1 ^ 5
    + (n 0 * (1 / 2) + n 1 * (√3 / 2) + 0 * 0) ^ 2 / 1 ^ 5
    + (n 0 * (-1 / 2) + n 1 * (√3 / 2) + 0 * 0) ^ 2 / 1 ^ 5) = (3 : ℝ) - 3 / 2 * 3
  linear_combination (-9 / 2) * hn - (3 / 2) * n 1 ^ 2 * h3

end

end TriangleSharp
```

The error:

```
Main.lean:82:59: error: unsolved goals
case «0»
n : Fin 3 → ℝ
hn : n ⬝ᵥ n = 1
hn2 : n 2 = 0
h3 : √3 ^ 2 = 3
hsum : ∀ (f : Fin 3 × Fin 3 → ℝ), ∑ p ∈ pairs 3, f p = f (0, 1) + f (0, 2) + f (1, 2)
b1 : bond triangle (0, 1) = ![1, 0, 0]
b2 : bond triangle (0, 2) = ![1 / 2, √3 / 2, 0]
⊢ vecCons 0 (fun i => vecCons 1 (fun i => 1 / 2) i) 2 - 1 = -(1 / 2)

case «1»
n : Fin 3 → ℝ
hn : n ⬝ᵥ n = 1
hn2 : n 2 = 0
h3 : √3 ^ 2 = 3
hsum : ∀ (f : Fin 3 × Fin 3 → ℝ), ∑ p ∈ pairs 3, f p = f (0, 1) + f (0, 2) + f (1, 2)
b1 : bond triangle (0, 1) = ![1, 0, 0]
b2 : bond triangle (0, 2) = ![1 / 2, √3 / 2, 0]
⊢ vecCons 0 (fun i => vecCons 0 (fun i => √3 / 2) i) 2 = √3 / 2

case «2»
n : Fin 3 → ℝ
hn : n ⬝ᵥ n = 1
hn2 : n 2 = 0
h3 : √3 ^ 2 = 3
hsum : ∀ (f : Fin 3 × Fin 3 → ℝ), ∑ p ∈ pairs 3, f p = f (0, 1) + f (0, 2) + f (1, 2)
b1 : bond triangle (0, 1) = ![1, 0, 0]
b2 : bond triangle (0, 2) = ![1 / 2, √3 / 2, 0]
⊢ vecCons 0 (fun i => vecCons 0 (fun i => 0) i) 2 = 0
Main.lean:86:48: warning: This simp argument is unused:
  dot3

Hint: Omit it from the simp argument list.
  [apply] simp [len]

Note: This linter can be disabled with `set_option linter.unusedSimpArgs false`
```

What went wrong. The error is in `b3`, the bond vector from the second corner to the third. After `fin_cases k`, the call `norm_num [bond, triangle]` leaves all three components open, because it has not evaluated the third corner's coordinates: each is still a `vecCons` expression applied to the index `2`. Mathlib evaluates such a lookup with a simproc, a simplification procedure that `simp` runs by default. `norm_num` uses the ordinary `simp` lemmas but runs no simprocs. Those lemmas cover the indices `0` and `1`, so the second corner is evaluated, but the lookup at `2` remains. This is also why plain `simp` succeeds in `b2`, which needs the same third corner.

The repair treats the components one by one and uses `change` to restate each goal with the coordinates written out. Lean accepts this because the two forms are equal by definition, so no simplification lemma is needed for the lookup. Then `norm_num` proves `1 / 2 - 1 = -1 / 2`, and `sub_zero` closes the other two goals.

The warning is separate: `simp` proves `l1` without using `dot3`, so removing that argument is mere tidying.

The repair, with which the file compiles:

```diff
@@ -82,7 +82,13 @@
   have b3 : bond triangle (1, 2) = ![-1 / 2, √3 / 2, 0] := by
     ext k
-    fin_cases k <;> norm_num [bond, triangle]
+    fin_cases k
+    · change (1 / 2 : ℝ) - 1 = -1 / 2
+      norm_num
+    · change √3 / 2 - 0 = √3 / 2
+      exact sub_zero _
+    · change (0 : ℝ) - 0 = 0
+      exact sub_zero _
   -- all three sides have length 1
-  have l1 : len ![1, 0, 0] = 1 := by simp [len, dot3]
+  have l1 : len ![1, 0, 0] = 1 := by simp [len]
   have l2 : len ![1 / 2, √3 / 2, 0] = 1 := by
     rw [len, dot3, Real.sqrt_eq_one]
```
